# For causal self-energies, an error in the self-energy changes the Matsubara Green's function by at most \(\|S-S'\|/w^2\)

Q: Before any inequality, tell me what the symbols are. What space do you work in?

A: A complex Hilbert space \(H\), with bounded operators `H →L[ℂ] H` and the operator norm. For \(n\) orthonormal orbitals, \(H=\mathbb C^n\), the operators are square matrices, and the norm is the largest singular value. The inner product `inner ℂ x y` is \(\langle x,y\rangle\), linear in the second slot.

In Lean 4 with Mathlib:

```lean
import Mathlib

open Complex

namespace DysonErrorPropagation

noncomputable section

variable {H : Type*} [NormedAddCommGroup H] [InnerProductSpace ℂ H]
```

A: The one-particle Hamiltonian is \(h\), with the chemical potential absorbed and \(\hbar=1\). The self-energy is \(S\), and \(w\) is a real Matsubara frequency. I write \(M=iw-h-S\) for the inverse Green's function, and \(M'\) for the same expression with a second self-energy \(S'\).

```lean
/-- The inverse Green's function `iw - h - S` at Matsubara frequency `w`, for the one-particle
Hamiltonian `h` and the self-energy `S`. -/
def inverseGreen (h S : H →L[ℂ] H) (w : ℝ) : H →L[ℂ] H :=
  (I * (w : ℂ)) • (1 : H →L[ℂ] H) - h - S
```

Q: A self-energy depends on frequency. Yours is a single operator.

A: It is the value \(S(iw)\) at one frequency. Each theorem is applied frequency by frequency, and nothing relates different values of \(w\).

The Green's function is \(G=M^{-1}\), and likewise \(G'=M'^{-1}\). `Ring.inverse` returns zero when there is no inverse, so existence has to be stated separately, as `IsUnit`.

```lean
/-- The Green's function `G = (iw - h - S)⁻¹`, meaningful where `iw - h - S` is invertible. -/
def green (h S : H →L[ℂ] H) (w : ℝ) : H →L[ℂ] H :=
  Ring.inverse (inverseGreen h S w)
```

Q: How does an error in \(S\) get into \(G\)?

A: Since \(S-S'=M'-M\),
\[
G(S-S')G'=G(M'-M)G'=GM'G'-GMG'=G-G'.
\]
This needs only that both inverses exist. The proof does the same: it rewrites \(S-S'\) as \(M'-M\), expands, and cancels each operator against its inverse.

```lean
/-- Dyson difference identity: `G - G' = G (S - S') G'` whenever both Green's functions exist. -/
theorem green_sub_green {h S S' : H →L[ℂ] H} {w : ℝ} (hu : IsUnit (inverseGreen h S w))
    (hu' : IsUnit (inverseGreen h S' w)) :
    green h S w - green h S' w = green h S w * (S - S') * green h S' w := by
  have e : S - S' = inverseGreen h S' w - inverseGreen h S w := by
    simp only [inverseGreen]
    abel
  unfold green
  rw [e, mul_sub, sub_mul, mul_assoc, Ring.mul_inverse_cancel _ hu',
    Ring.inverse_mul_cancel _ hu, mul_one, one_mul]
```

Q: Existence is exactly what I doubt. A bad \(S\) could make \(M\) singular.

A: It could: on a nonzero space \(S=iw-h\) gives \(M=0\), so some condition on \(S\) is needed. The one used here is causality, \(i(S-S^\dagger)\ge 0\). Writing \(S=A-iB\) with \(A,B\) self-adjoint, it says \(B\ge0\). If a self-energy is analytic and bounded in the upper half of the complex frequency plane, and at every real frequency damps single-particle excitations and amplifies none, then it has this property at every \(w>0\); the converse does not follow from one Matsubara frequency. Here \(B\ge0\) is assumed at the given \(w>0\), not derived from an interacting Hamiltonian.

```lean
variable [CompleteSpace H]

/-- A self-energy at positive Matsubara frequency is causal if `i(S - S†)` is positive
semidefinite. -/
def IsCausal (S : H →L[ℂ] H) : Prop :=
  (I • (S - ContinuousLinearMap.adjoint S)).IsPositive
```

Q: How do you use an operator inequality?

A: Through expectation values. With \(a=\langle x,Sx\rangle\) we have \(\langle x,S^\dagger x\rangle=\bar a\), so
\[
\langle x,i(S-S^\dagger)x\rangle=i(a-\bar a)=-2\,\mathrm{Im}\,a .
\]
Causality therefore means \(\mathrm{Im}\langle x,Sx\rangle\le0\) for every \(x\). In the proof, `key` is this computation, and the two directions follow by linear arithmetic.

```lean
/-- A self-energy is causal exactly when all its expectation values have a nonpositive
imaginary part. -/
theorem isCausal_iff (S : H →L[ℂ] H) :
    IsCausal S ↔ ∀ x, (inner ℂ x (S x)).im ≤ 0 := by
  have key : ∀ x, inner ℂ ((I • (S - ContinuousLinearMap.adjoint S)) x) x
      = ((-2 * (inner ℂ x (S x)).im : ℝ) : ℂ) := by
    intro x
    have e : (I • (S - ContinuousLinearMap.adjoint S)) x
        = I • (S x - ContinuousLinearMap.adjoint S x) := rfl
    rw [e, inner_smul_left, inner_sub_left, ContinuousLinearMap.adjoint_inner_left,
      ← inner_conj_symm (S x) x]
    generalize inner ℂ x (S x) = a
    apply Complex.ext <;> simp
    ring
  unfold IsCausal
  rw [ContinuousLinearMap.isPositive_iff_complex]
  simp only [key]
  constructor
  · intro h x
    have h2 : 0 ≤ -2 * (inner ℂ x (S x)).im := (h x).2
    linarith
  · intro h x
    have h2 : 0 ≤ -2 * (inner ℂ x (S x)).im := by linarith [h x]
    exact ⟨rfl, h2⟩
```

A: Now take the expectation value of \(M\). Because \(h\) is self-adjoint, \(\langle x,hx\rangle\) is real, and
\[
\mathrm{Im}\langle x,Mx\rangle=w\|x\|^2-\mathrm{Im}\langle x,Sx\rangle .
\]

```lean
/-- For self-adjoint `h`, the imaginary part of the expectation value of `iw - h - S` is
`w‖x‖²` minus that of the self-energy. -/
theorem im_inner_inverseGreen {h : H →L[ℂ] H} (hh : IsSelfAdjoint h) (S : H →L[ℂ] H)
    (w : ℝ) (x : H) :
    (inner ℂ x (inverseGreen h S w x)).im = w * ‖x‖ ^ 2 - (inner ℂ x (S x)).im := by
  have e0 : inverseGreen h S w x = (I * (w : ℂ)) • x - h x - S x := rfl
  have n : inner ℂ x x = ((‖x‖ ^ 2 : ℝ) : ℂ) := by
    rw [inner_self_eq_norm_sq_to_K]
    exact (Complex.ofReal_pow _ _).symm
  -- expectation values of the Hamiltonian are real
  have r : (inner ℂ x (h x)).im = 0 :=
    Complex.conj_eq_iff_im.mp ((inner_conj_symm (h x) x).trans (hh.isSymmetric x x))
  have m : (I * (w : ℂ) * ((‖x‖ ^ 2 : ℝ) : ℂ)).im = w * ‖x‖ ^ 2 := by
    rw [Complex.im_mul_ofReal]
    simp
  rw [e0, inner_sub_right, inner_sub_right, inner_smul_right, n, Complex.sub_im,
    Complex.sub_im, m, r, sub_zero]
```

Q: And that gives an inverse?

A: Yes. For causal \(S\) the right side is at least \(w\|x\|^2\), hence \(|\langle x,Mx\rangle|\ge w\|x\|^2\). By Cauchy–Schwarz, \(\|x\|\,\|Mx\|\ge w\|x\|^2\), so \(\|Mx\|\ge w\|x\|\). Thus \(M\) is injective, which is enough for matrices. In infinite dimension the same bound makes the range closed, and a vector \(y\) orthogonal to the range has \(0=|\langle y,My\rangle|\ge w\|y\|^2\), so \(y=0\) and the range is all of \(H\). Putting \(x=Gy\) gives \(\|Gy\|\le\|y\|/w\), that is, \(\|G\|\le1/w\).

In the proof, `low` is the bound on the expectation value, Mathlib's `ContinuousLinearMap.isUnit_of_forall_le_norm_inner_map` turns it into invertibility, and `below` is the Cauchy–Schwarz step.

```lean
/-- For self-adjoint `h`, causal `S` and `w > 0`, the Green's function exists and its norm is at
most `1/w`. -/
theorem green_exists_and_bound {h S : H →L[ℂ] H} {w : ℝ} (hh : IsSelfAdjoint h)
    (hw : 0 < w) (hS : IsCausal S) :
    IsUnit (inverseGreen h S w) ∧ ‖green h S w‖ ≤ 1 / w := by
  have low : ∀ x, w * ‖x‖ ^ 2 ≤ ‖inner ℂ x (inverseGreen h S w x)‖ := by
    intro x
    have h1 := im_inner_inverseGreen hh S w x
    have h2 := (isCausal_iff S).1 hS x
    have h3 := (le_abs_self _).trans
      (Complex.abs_im_le_norm (inner ℂ x (inverseGreen h S w x)))
    linarith
  have hu : IsUnit (inverseGreen h S w) := by
    refine ContinuousLinearMap.isUnit_of_forall_le_norm_inner_map _
      (Real.toNNReal_pos.2 hw) (fun x => ?_)
    rw [Real.coe_toNNReal w hw.le, norm_inner_symm, mul_comm]
    exact low x
  -- Cauchy-Schwarz turns the expectation value into a lower bound on the norm
  have below : ∀ x, w * ‖x‖ ≤ ‖inverseGreen h S w x‖ := by
    intro x
    rcases (norm_nonneg x).eq_or_lt with h0 | h0
    · rw [← h0, mul_zero]
      exact norm_nonneg _
    · refine le_of_mul_le_mul_left ?_ h0
      calc ‖x‖ * (w * ‖x‖) = w * ‖x‖ ^ 2 := by ring
        _ ≤ _ := low x
        _ ≤ _ := norm_inner_le_norm _ _
  refine ⟨hu, ContinuousLinearMap.opNorm_le_bound _ (by positivity) (fun x => ?_)⟩
  have hx : inverseGreen h S w (green h S w x) = x :=
    DFunLike.congr_fun (Ring.mul_inverse_cancel _ hu) x
  have hb := below (green h S w x)
  rw [hx] at hb
  rw [one_div, inv_mul_eq_div, le_div_iff₀ hw]
  linarith
```

Q: Then the main estimate is one line?

A: It is:
\[
\|G-G'\|\le\|G\|\,\|S-S'\|\,\|G'\|\le\frac{\|S-S'\|}{w^2}.
\]
The theorem says that for self-adjoint \(h\), \(w>0\) and causal \(S,S'\), both \(M\) and \(M'\) are invertible and this bound holds. The `calc` block follows the two inequalities.

```lean
/-- For self-adjoint `h`, `w > 0` and causal `S`, `S'`, both Green's functions exist and differ in
operator norm by at most `‖S - S'‖ / w²`. -/
theorem green_error_le {h S S' : H →L[ℂ] H} {w : ℝ} (hh : IsSelfAdjoint h) (hw : 0 < w)
    (hS : IsCausal S) (hS' : IsCausal S') :
    IsUnit (inverseGreen h S w) ∧ IsUnit (inverseGreen h S' w) ∧
      ‖green h S w - green h S' w‖ ≤ ‖S - S'‖ / w ^ 2 := by
  obtain ⟨hu, hG⟩ := green_exists_and_bound hh hw hS
  obtain ⟨hu', hG'⟩ := green_exists_and_bound hh hw hS'
  refine ⟨hu, hu', ?_⟩
  rw [green_sub_green hu hu']
  calc ‖green h S w * (S - S') * green h S' w‖
      ≤ ‖green h S w * (S - S')‖ * ‖green h S' w‖ := norm_mul_le _ _
    _ ≤ ‖green h S w‖ * ‖S - S'‖ * ‖green h S' w‖ := by
        gcongr
        exact norm_mul_le _ _
    _ ≤ 1 / w * ‖S - S'‖ * (1 / w) := by gcongr
    _ = ‖S - S'‖ / w ^ 2 := by field_simp
```

Q: Real noise does not respect causality. A Monte Carlo sample of \(S'\) may violate it.

A: Then the theorem does not apply as it stands, but a shift helps with small violations. Suppose \(\mathrm{Im}\langle x,Sx\rangle\le\delta\|x\|^2\), and the same for \(S'\), with \(0\le\delta<w\). Then \(S-i\delta\) and \(S'-i\delta\) are causal, and
\[
iw-h-S=i(w-\delta)-h-(S-i\delta).
\]
Applying the theorem at frequency \(w-\delta\) gives \(\|G-G'\|\le\|S-S'\|/(w-\delta)^2\). This concerns each pair of self-energies, not averages over a noise distribution.

Q: What about the opposite direction, where I have \(G\) and want \(S\)?

A: Multiply the difference by the inverse Green's functions:
\[
M(G-G')M'=M'-M=S-S',
\]
so \(\|S-S'\|\le\|M\|\,\|G-G'\|\,\|M'\|\). Causality is not used here, only invertibility.

```lean
/-- If both Green's functions exist, the self-energy error is at most the Green's function error
times the norms of the two inverse Green's functions. -/
theorem selfEnergy_error_le {h S S' : H →L[ℂ] H} {w : ℝ}
    (hu : IsUnit (inverseGreen h S w)) (hu' : IsUnit (inverseGreen h S' w)) :
    ‖S - S'‖ ≤ ‖inverseGreen h S w‖ * ‖green h S w - green h S' w‖
      * ‖inverseGreen h S' w‖ := by
  have e : S - S' = inverseGreen h S w * (green h S w - green h S' w)
      * inverseGreen h S' w := by
    unfold green
    rw [mul_sub, sub_mul, Ring.mul_inverse_cancel _ hu, mul_assoc,
      Ring.inverse_mul_cancel _ hu', mul_one, one_mul]
    simp only [inverseGreen]
    abel
  calc ‖S - S'‖ = _ := congrArg norm e
    _ ≤ _ := norm_mul_le _ _
    _ ≤ _ := by
        gcongr
        exact norm_mul_le _ _
```

A: The triangle inequality gives \(\|M\|\le w+\|h\|+\|S\|\), called `size` in the next proof. Together with the main estimate, rearranged, this yields
\[
w^2\|G-G'\|\le\|S-S'\|\le(w+\|h\|+\|S\|)(w+\|h\|+\|S'\|)\,\|G-G'\| .
\]
In the theorem, `G` and `G'` are given operators that satisfy their Dyson equations in the form \(GM=1\), \(G'M'=1\). Since \(M\) and \(M'\) are invertible, these one-sided equations identify them with the Green's functions above.

```lean
/-- Let `h` be self-adjoint, `w > 0`, and let causal `S`, `S'` solve the Dyson equations of `G`,
`G'`. The self-energy error is at least `w²` times the error of `G`, and at most
`(w + ‖h‖ + ‖S‖)(w + ‖h‖ + ‖S'‖)` times it. -/
theorem dyson_inversion_amplifies {h S S' G G' : H →L[ℂ] H} {w : ℝ} (hh : IsSelfAdjoint h)
    (hw : 0 < w) (hS : IsCausal S) (hS' : IsCausal S')
    (hG : G * inverseGreen h S w = 1) (hG' : G' * inverseGreen h S' w = 1) :
    w ^ 2 * ‖G - G'‖ ≤ ‖S - S'‖ ∧
      ‖S - S'‖ ≤ (w + ‖h‖ + ‖S‖) * (w + ‖h‖ + ‖S'‖) * ‖G - G'‖ := by
  obtain ⟨hu, hu', hb⟩ := green_error_le hh hw hS hS'
  have e : G = green h S w := left_inv_eq_right_inv hG (Ring.mul_inverse_cancel _ hu)
  have e' : G' = green h S' w := left_inv_eq_right_inv hG' (Ring.mul_inverse_cancel _ hu')
  have size : ∀ T : H →L[ℂ] H, ‖inverseGreen h T w‖ ≤ w + ‖h‖ + ‖T‖ := by
    intro T
    have h1 : ‖(I * (w : ℂ)) • (1 : H →L[ℂ] H)‖ ≤ w := by
      rw [norm_smul, norm_mul, Complex.norm_I, one_mul, Complex.norm_real,
        Real.norm_of_nonneg hw.le]
      exact mul_le_of_le_one_right hw.le ContinuousLinearMap.norm_id_le
    have h2 := norm_sub_le ((I * (w : ℂ)) • (1 : H →L[ℂ] H) - h) T
    have h3 := norm_sub_le ((I * (w : ℂ)) • (1 : H →L[ℂ] H)) h
    unfold inverseGreen
    linarith
  rw [e, e']
  constructor
  · rw [le_div_iff₀ (by positivity)] at hb
    linarith
  · calc ‖S - S'‖ ≤ _ := selfEnergy_error_le hu hu'
      _ ≤ (w + ‖h‖ + ‖S‖) * ‖green h S w - green h S' w‖ * (w + ‖h‖ + ‖S'‖) := by
          gcongr
          · exact size S
          · exact size S'
      _ = _ := by ring
```

Q: So amplification is forced, and not just allowed by a loose bound?

A: At high frequency, for causal pairs, yes: the left inequality says that the self-energy error is at least \(w^2\) times the error in \(G\). In the chosen energy unit this factor exceeds 1 only for \(w>1\); at smaller \(w\) the error in \(S\) can be the smaller number. If \(\|S\|\) and \(\|S'\|\) stay bounded as \(w\) grows, the upper factor also grows as \(w^2\). What rises with every higher Matsubara frequency is the guaranteed minimum \(w^2\|G-G'\|\) for a given error in \(G\); the actual error in \(S\) need not rise at each step.

Q: Could a cleverer argument improve \(1/w^2\)?

A: Not uniformly over causal self-energies. One orbital already shows it. There \(h\) is a real number and \(S=a-ib\) with \(b\ge0\), so
\[
|M|^2=(w+b)^2+(h+a)^2\ge w^2,
\]
with equality at \(S=-h\). Compare \(S=-h\) with \(S'=-h-i\varepsilon\), where \(\varepsilon>0\):
\[
|G-G'|=\frac1w-\frac1{w+\varepsilon}=\frac{\varepsilon}{w(w+\varepsilon)},\qquad |S-S'|=\varepsilon .
\]
The ratio tends to \(1/w^2\) as \(\varepsilon\to0\). The same pair works on any nonzero \(H\), where \(M=iw\) and \(M'=i(w+\varepsilon)\) are multiples of the identity. First, these self-energies must be causal; the next lemma shows it for \(-h-it\) with \(t\ge0\), whose expectation value has imaginary part \(-t\|x\|^2\).

```lean
/-- For self-adjoint `h` and `t ≥ 0`, the self-energy `-h - it` is causal. -/
theorem isCausal_witness {h : H →L[ℂ] H} (hh : IsSelfAdjoint h) {t : ℝ} (ht : 0 ≤ t) :
    IsCausal (-h - (I * (t : ℂ)) • (1 : H →L[ℂ] H)) := by
  rw [isCausal_iff]
  intro x
  have e : -h - (I * (t : ℂ)) • (1 : H →L[ℂ] H) = -(inverseGreen (-h) 0 t) := by
    simp only [inverseGreen]
    abel
  have ex : (-(inverseGreen (-h) 0 t)) x = -(inverseGreen (-h) 0 t x) := rfl
  have z : (inner ℂ x ((0 : H →L[ℂ] H) x)).im = 0 := by simp
  rw [e, ex, inner_neg_right, Complex.neg_im, im_inner_inverseGreen hh.neg, z]
  have := mul_nonneg ht (sq_nonneg ‖x‖)
  linarith
```

A: Now let \(c\) be any constant with \(\|G-G'\|\le c\|S-S'\|\) for all causal pairs, at fixed \(h\) and \(w\). The inversion bound gives \(\varepsilon\le w\,(c\varepsilon)(w+\varepsilon)\), so \(1\le cw(w+\varepsilon)\), which is `key`. In particular \(c>0\), and letting \(\varepsilon\to0\) gives \(c\ge1/w^2\). The proof replaces the limit by a single choice: if \(cw^2<1\), then \(\varepsilon=(1-cw^2)/(2cw)\) makes the right side \((1+cw^2)/2<1\), a contradiction.

```lean
/-- Sharpness: on a nonzero Hilbert space, for every self-adjoint `h` and `w > 0`, a constant `c`
that bounds the error of `G` by `c‖S - S'‖` for all causal `S`, `S'` is at least `1/w²`. -/
theorem damping_factor_optimal [Nontrivial H] {h : H →L[ℂ] H} {w c : ℝ}
    (hh : IsSelfAdjoint h) (hw : 0 < w)
    (hc : ∀ S S' : H →L[ℂ] H, IsCausal S → IsCausal S' →
      ‖green h S w - green h S' w‖ ≤ c * ‖S - S'‖) :
    1 / w ^ 2 ≤ c := by
  have hn : ∀ t : ℝ, 0 ≤ t → ‖(I * (t : ℂ)) • (1 : H →L[ℂ] H)‖ = t := by
    intro t ht
    rw [norm_smul, norm_one, mul_one, norm_mul, Complex.norm_I, one_mul,
      Complex.norm_real, Real.norm_of_nonneg ht]
  have hM : ∀ t : ℝ, inverseGreen h (-h - (I * (t : ℂ)) • (1 : H →L[ℂ] H)) w
      = (I * ((w + t : ℝ) : ℂ)) • (1 : H →L[ℂ] H) := by
    intro t
    rw [Complex.ofReal_add, mul_add, add_smul]
    simp only [inverseGreen]
    abel
  -- compare the self-energies -h and -h - iε
  have key : ∀ ε : ℝ, 0 < ε → 1 ≤ c * w * (w + ε) := by
    intro ε hε
    have c0 := isCausal_witness hh (le_refl (0 : ℝ))
    have c1 := isCausal_witness hh hε.le
    have hd : (-h - (I * ((0 : ℝ) : ℂ)) • (1 : H →L[ℂ] H))
        - (-h - (I * (ε : ℂ)) • (1 : H →L[ℂ] H)) = (I * (ε : ℂ)) • (1 : H →L[ℂ] H) := by
      rw [Complex.ofReal_zero, mul_zero, zero_smul]
      abel
    have b := selfEnergy_error_le (green_exists_and_bound hh hw c0).1
      (green_exists_and_bound hh hw c1).1
    have b' := hc _ _ c0 c1
    rw [hd, hn ε hε.le] at b b'
    rw [hM 0, hM ε, hn _ (by linarith), hn _ (by linarith), add_zero] at b
    refine le_of_mul_le_mul_left ?_ hε
    calc ε * 1 = ε := mul_one ε
      _ ≤ _ := b
      _ ≤ w * (c * ε) * (w + ε) := by gcongr
      _ = ε * (c * w * (w + ε)) := by ring
  have hcw : 0 < c * w := by
    by_contra hneg
    have := mul_nonneg (sub_nonneg.2 (not_lt.1 hneg)) (by linarith : 0 ≤ w + 1)
    linarith [key 1 one_pos]
  rw [div_le_iff₀ (by positivity)]
  -- if c * w ^ 2 < 1, a single small ε contradicts `key`
  by_contra hlt
  have hgap : 0 < 1 - c * w ^ 2 := by linarith [not_le.1 hlt]
  have k := key ((1 - c * w ^ 2) / (2 * (c * w))) (by positivity)
  have e : c * w * (w + (1 - c * w ^ 2) / (2 * (c * w)))
      = c * w ^ 2 + (1 - c * w ^ 2) / 2 := by
    have hne : c * w ≠ 0 := hcw.ne'
    have e1 : c * w * ((1 - c * w ^ 2) / (2 * (c * w))) = (1 - c * w ^ 2) / 2 := by
      rw [mul_div_assoc', mul_comm 2 (c * w), mul_div_mul_left _ _ hne]
    rw [mul_add, e1]
    ring
  rw [e] at k
  linarith

end

end DysonErrorPropagation
```

```lean
#print axioms DysonErrorPropagation.selfEnergy_error_le
-- 'DysonErrorPropagation.selfEnergy_error_le' depends on axioms: [propext, Classical.choice, Quot.sound]
#print axioms DysonErrorPropagation.dyson_inversion_amplifies
-- 'DysonErrorPropagation.dyson_inversion_amplifies' depends on axioms: [propext, Classical.choice, Quot.sound]
#print axioms DysonErrorPropagation.damping_factor_optimal
-- 'DysonErrorPropagation.damping_factor_optimal' depends on axioms: [propext, Classical.choice, Quot.sound]
```

Q: Which physics would make me reject the model?

A: An unbounded \(h\), such as the continuum kinetic energy, does not fit these types, and a non-orthogonal basis with an overlap matrix must first be orthonormalised. Both Green's functions also share the same \(h\) and the same \(w\).
